# The integral of 1/(ak² + bx²) over out-of-plane wavenumber x with a symmetric cutoff is an arctangent

For an anisotropic medium with constant positive permittivities a and b, and a fixed in-plane wavenumber k > 0, `integral_with_cutoff` integrates 1/(ak² + bx²) over the out-of-plane wavenumber x from −X to X. The value is 2/(k√(ab)) · arctan(√(ab) X/(ak)). The cutoff X is any real number, and the integral is oriented, so a negative X reverses its sign. The proof rescales x to turn the integrand into a constant times a standard Lorentzian, whose integral is a difference of arctangents, and then uses the oddness of the arctangent.

Lean 4 with Mathlib refuses this proof:

```lean
import Mathlib

open MeasureTheory
open scoped Real

namespace IntegralWithCutoff

noncomputable section

variable {a b k : ℝ}

/-- For positive permittivities and positive in-plane wavenumber, a rescaling of the out-of-plane
wavenumber turns the anisotropic denominator into that of a standard Lorentzian. -/
theorem lorentzian_rescale (ha : 0 < a) (hb : 0 < b) (hk : 0 < k) (x : ℝ) :
    1 / (a * k ^ 2 + b * x ^ 2) =
      1 / (a * k ^ 2) * (1 + (√(a * b) / (a * k) * x) ^ 2)⁻¹ := by
  have hs : √(a * b) ^ 2 = a * b := Real.sq_sqrt (by positivity)
  have h1 : (√(a * b) / (a * k) * x) ^ 2 = b * x ^ 2 / (a * k ^ 2) := by
    rw [mul_pow, div_pow, hs]
    field_simp
  have h2 : 1 + b * x ^ 2 / (a * k ^ 2) = (a * k ^ 2 + b * x ^ 2) / (a * k ^ 2) := by
    field_simp
  have hD : 0 < a * k ^ 2 + b * x ^ 2 := by positivity
  rw [h1, h2, inv_div]
  field_simp

/-- For positive permittivities and positive in-plane wavenumber `k`, the oriented integral of
`1 / (a k² + b x²)` over `x` from `-X` to `X` is `2 / (k √(a b))` times the arctangent of
`(√(a b) / (a k)) X`. -/
theorem integral_with_cutoff (ha : 0 < a) (hb : 0 < b) (hk : 0 < k) (X : ℝ) :
    ∫ x in (-X)..X, 1 / (a * k ^ 2 + b * x ^ 2) =
      2 / (k * √(a * b)) * Real.arctan (√(a * b) / (a * k) * X) := by
  have hs : 0 < √(a * b) := Real.sqrt_pos.mpr (mul_pos ha hb)
  have hc : √(a * b) / (a * k) ≠ 0 := by positivity
  rw [funext (lorentzian_rescale ha hb hk)]
  have h1 : ∫ x in (-X)..X, (1 + (√(a * b) / (a * k) * x) ^ 2)⁻¹ =
      (√(a * b) / (a * k))⁻¹ * (Real.arctan (√(a * b) / (a * k) * X) -
        Real.arctan (√(a * b) / (a * k) * (-X))) := by
    simpa only [integral_inv_one_add_sq, smul_eq_mul] using
      intervalIntegral.integral_comp_mul_left (a := -X) (b := X)
        (fun y : ℝ => (1 + y ^ 2)⁻¹) hc
  rw [intervalIntegral.integral_const_mul, h1, mul_neg, Real.arctan_neg]
  generalize Real.arctan (√(a * b) / (a * k) * X) = t
  rw [sub_neg_eq_add, ← two_mul]
  field_simp

end

end IntegralWithCutoff
```

The error:

```
Main.lean:39:4: error: Type mismatch: After simplification, term
  intervalIntegral.integral_comp_mul_left (fun y => (1 + y ^ 2)⁻¹) hc
 has type
  ∫ (x : ℝ) in -X..X, (1 + (√(a * b) / (a * k) * x) ^ 2)⁻¹ =
    (√(a * b) / (a * k))⁻¹ • ∫ (x : ℝ) in √(a * b) / (a * k) * -X..√(a * b) / (a * k) * X, (1 + x ^ 2)⁻¹
but is expected to have type
  ∫ (x : ℝ) in -X..X, (1 + (√(a * b) / (a * k) * x) ^ 2)⁻¹ =
    (√(a * b) / (a * k))⁻¹ * (Real.arctan (√(a * b) / (a * k) * X) - Real.arctan (√(a * b) / (a * k) * -X))
```

Diagnosis. The error is in `h1`, the integral of the rescaled Lorentzian. The change of variables `intervalIntegral.integral_comp_mul_left` leaves a scalar action `•` on an unevaluated integral. `simpa only` was meant to turn `•` into `*` with `smul_eq_mul` and evaluate the integral with `integral_inv_one_add_sq`, but the message shows both still in place.

The cause is the order of elaboration. `simpa … using` elaborates its term without the goal as expected type, and lets undecided parts wait while it simplifies. In `fun y : ℝ => (1 + y ^ 2)⁻¹` the type of the exponent `2` is normally settled as ℕ by a default rule, which has not yet run. Until it does, the type of `y ^ 2`, and with it the type of the function's values, is also open. Both lemmas need that type to be ℝ, and `simp` does not fill in such unknowns in the term it is rewriting, so neither lemma matches. The printed expressions do not show this, because they look the same with the types open or settled.

The repair does without `simp`. `exact` elaborates the whole term against the goal and settles the open types. The change of variables is chained by `.trans` to `integral_inv_one_add_sq`, which `congrArg` applies under multiplication by the constant factor. The second equation begins with `*` where the first ends with `•`, but on real numbers the two are equal by definition, and `exact` accepts the join by unfolding.

Fix (accepted with no message):

```diff
@@ -37,7 +37,7 @@
       (√(a * b) / (a * k))⁻¹ * (Real.arctan (√(a * b) / (a * k) * X) -
         Real.arctan (√(a * b) / (a * k) * (-X))) := by
-    simpa only [integral_inv_one_add_sq, smul_eq_mul] using
-      intervalIntegral.integral_comp_mul_left (a := -X) (b := X)
-        (fun y : ℝ => (1 + y ^ 2)⁻¹) hc
+    exact (intervalIntegral.integral_comp_mul_left (a := -X) (b := X)
+      (fun y : ℝ => (1 + y ^ 2)⁻¹) hc).trans
+        (congrArg (fun t : ℝ => (√(a * b) / (a * k))⁻¹ * t) integral_inv_one_add_sq)
   rw [intervalIntegral.integral_const_mul, h1, mul_neg, Real.arctan_neg]
   generalize Real.arctan (√(a * b) / (a * k) * X) = t
```
